# The central charge that holds a regular ring of equal charges in balance

**Q:** Two equal charges $q$ sit at distance $R$ on either side of a centre. They repel with force $q^2/(4R^2)$, so a charge $-q/4$ at the centre cancels the push on both. For $N$ charges at the corners of a regular polygon, each feels $N-1$ pushes in different directions. Does one central charge still balance them all, and does your Lean file say so about real Coulomb forces? I see complex numbers, and in two-dimensional electrostatics the force falls off as $1/r$.

**A:** One central charge does it for every $N\ge 2$. The complex numbers stand for positions and forces in the plane of the ring; the force law is the three-dimensional one. With $i$ the imaginary unit, corner $k$ is at $z_k=R\,e^{2\pi i k/N}$.

```lean
import Mathlib

open scoped Real
open Finset

namespace RingOfCharges

noncomputable section

/-- Position of the `k`-th corner of a regular `N`-gon of radius `R` in the complex plane. -/
def site (N : ℕ) (R : ℝ) (k : ℕ) : ℂ :=
  (R : ℂ) * Complex.exp (((2 * π * (k : ℝ) / (N : ℝ) : ℝ) : ℂ) * Complex.I)
```

The force on $q$ at $z$ due to $Q$ at $w$ is $qQ(z-w)/|z-w|^3$, in Gaussian units. It has magnitude $|qQ|/r^2$ at distance $r$ and is repulsive for like signs.

```lean
/-- Coulomb force (Gaussian units) on a charge `q` at `z` due to a charge `Q` at `w`. -/
def coulombForce (q Q : ℝ) (z w : ℂ) : ℂ :=
  ((q * Q / ‖z - w‖ ^ 3 : ℝ) : ℂ) * (z - w)
```

The balance is governed by a pure number,
$$c=\frac14\sum_{k=1}^{N-1}\frac{1}{\sin(\pi k/N)},$$
which is $1/4$ for $N=2$, as in your example.

```lean
/-- The ring constant `c = (1/4) ∑ 1 / sin (π k / N)`, summed over `k = 1, …, N - 1`. -/
def ringConst (N : ℕ) : ℝ :=
  (1 / 4) * ∑ k ∈ Ico 1 N, 1 / Real.sin (π * (k : ℝ) / (N : ℝ))
```

**Q:** Where do the self-forces go, and is the central charge allowed to move?

**A:** The sum for charge $j$ runs over `(range N).erase j`, so its own term is absent. The force on the centre is a separate quantity, and it too must vanish. The energy counts each ring pair once, through the factor $1/2$, and adds the $N$ pairs with the centre.

```lean
/-- Total force on the `j`-th ring charge, from the other ring charges and the centre. -/
def forceOnRingCharge (N : ℕ) (R q Q : ℝ) (j : ℕ) : ℂ :=
  ∑ k ∈ (range N).erase j, coulombForce q q (site N R j) (site N R k)
    + coulombForce q Q (site N R j) 0

/-- Total force on the central charge `Q` from the `N` ring charges `q`. -/
def forceOnCentre (N : ℕ) (R q Q : ℝ) : ℂ :=
  ∑ k ∈ range N, coulombForce Q q 0 (site N R k)

/-- Coulomb energy of the ring charges among themselves and with the central charge. -/
def energy (N : ℕ) (R q Q : ℝ) : ℝ :=
  (1 / 2) * ∑ j ∈ range N, ∑ k ∈ (range N).erase j, q * q / ‖site N R j - site N R k‖
    + ∑ j ∈ range N, q * Q / ‖site N R j‖
```

**Q:** Then show me the force on one ring charge.

**A:** Start with the geometry. Every corner is at distance $R$ from the centre, corner $k+N$ is corner $k$, and $\sin(\pi m/N)>0$ for $1\le m<N$.

```lean
lemma norm_site (N : ℕ) {R : ℝ} (hR : 0 < R) (k : ℕ) : ‖site N R k‖ = R := by
  unfold site
  rw [norm_mul, Complex.norm_exp_ofReal_mul_I, mul_one, Complex.norm_real,
    Real.norm_of_nonneg hR.le]

lemma site_periodic {N : ℕ} (hN : 0 < N) (R : ℝ) (k : ℕ) :
    site N R (k + N) = site N R k := by
  have hN' : (N : ℂ) ≠ 0 := by exact_mod_cast hN.ne'
  have h : ((2 * π * ((k + N : ℕ) : ℝ) / (N : ℝ) : ℝ) : ℂ) * Complex.I
      = ((2 * π * (k : ℝ) / (N : ℝ) : ℝ) : ℂ) * Complex.I + 2 * π * Complex.I := by
    push_cast
    linear_combination (2 * (π : ℂ) * Complex.I) * div_self hN'
  unfold site
  rw [h, Complex.exp_add, Complex.exp_two_pi_mul_I, mul_one]

lemma sin_pos {N m : ℕ} (hm : 1 ≤ m) (hmN : m < N) :
    0 < Real.sin (π * (m : ℝ) / (N : ℝ)) := by
  have h1 : (0 : ℝ) < m := by exact_mod_cast hm
  have h2 : (m : ℝ) < N := by exact_mod_cast hmN
  have h3 : (0 : ℝ) < N := h1.trans h2
  apply Real.sin_pos_of_pos_of_lt_pi
  · exact div_pos (mul_pos Real.pi_pos h1) h3
  · rw [div_lt_iff₀ h3]
    nlinarith [Real.pi_pos]
```

Take the corner $m$ steps ahead of $j$ and put $\theta=\pi m/N$. Then $z_{j+m}=z_j e^{2i\theta}$, and
$$z_j-z_{j+m}=z_j(1-\cos2\theta-i\sin2\theta)=z_j\,2\sin\theta\,(\sin\theta-i\cos\theta).$$
In `chord`, the double-angle formulas and $\sin^2\theta+\cos^2\theta=1$ give this.

```lean
/-- The vector between two corners `m` steps apart, split into its parts along and across
the radius through the first corner. -/
theorem chord (N : ℕ) (R : ℝ) (j m : ℕ) :
    site N R j - site N R (j + m) = site N R j * (2 * (Real.sin (π * m / N) : ℂ))
      * ((Real.sin (π * m / N) : ℂ) - (Real.cos (π * m / N) : ℂ) * Complex.I) := by
  have h : Complex.exp (((2 * π * ((j + m : ℕ) : ℝ) / (N : ℝ) : ℝ) : ℂ) * Complex.I)
      = Complex.exp (((2 * π * (j : ℝ) / (N : ℝ) : ℝ) : ℂ) * Complex.I)
        * Complex.exp ((2 * ((π * m / N : ℝ) : ℂ)) * Complex.I) := by
    rw [← Complex.exp_add]
    congr 1
    push_cast
    ring
  unfold site
  rw [h, Complex.exp_mul_I (2 * ((π * m / N : ℝ) : ℂ)), Complex.cos_two_mul,
    Complex.sin_two_mul, Complex.ofReal_sin, Complex.ofReal_cos]
  linear_combination (-2 * (R : ℂ)
    * Complex.exp (((2 * π * (j : ℝ) / (N : ℝ) : ℝ) : ℂ) * Complex.I))
    * Complex.sin_sq_add_cos_sq ((π * m / N : ℝ) : ℂ)
```

The last bracket equals $-ie^{i\theta}$ and has modulus 1, so the distance is $2R\sin\theta$.

```lean
/-- Two corners `m` steps apart are at distance `2 R sin (π m / N)`. -/
theorem chord_length {N m : ℕ} {R : ℝ} (hR : 0 < R) (hm : 1 ≤ m) (hmN : m < N) (j : ℕ) :
    ‖site N R j - site N R (j + m)‖ = 2 * R * Real.sin (π * m / N) := by
  have hs := sin_pos hm hmN
  have h : (Real.sin (π * m / N) : ℂ) - (Real.cos (π * m / N) : ℂ) * Complex.I
      = -Complex.I * Complex.exp (((π * m / N : ℝ) : ℂ) * Complex.I) := by
    rw [Complex.exp_mul_I, Complex.ofReal_sin, Complex.ofReal_cos]
    linear_combination Complex.sin ((π * m / N : ℝ) : ℂ) * Complex.I_sq
  rw [chord, h, norm_mul, norm_mul, norm_mul, norm_mul, norm_neg, Complex.norm_I,
    Complex.norm_exp_ofReal_mul_I, norm_site N hR, Complex.norm_real,
    Real.norm_of_nonneg hs.le, Complex.norm_ofNat]
  ring
```

**Q:** You sum over separations $m$, but the definition sums over labels $k\ne j$.

**A:** For any $f$ of period $N$,
$$\sum_{k\ne j}f(k)=\sum_{m=1}^{N-1}f(j+m).$$
`sum_shift` proves by induction on $j$ that a sum over a full period does not depend on where it starts. `sum_others` then removes the term $m=0$, which is the charge itself.

```lean
lemma sum_shift {E : Type*} [AddCommGroup E] (f : ℕ → E) (N : ℕ)
    (hf : ∀ k, f (k + N) = f k) (j : ℕ) :
    ∑ k ∈ range N, f (j + k) = ∑ k ∈ range N, f k := by
  induction j with
  | zero => simp
  | succ j ih =>
    have h1 := sum_range_succ (fun k => f (j + k)) N
    have h2 := sum_range_succ' (fun k => f (j + k)) N
    have e : ∑ k ∈ range N, f (j + 1 + k) = ∑ k ∈ range N, f (j + (k + 1)) :=
      sum_congr rfl (fun k _ => by rw [show j + 1 + k = j + (k + 1) by omega])
    simp only [hf, add_zero] at h1 h2
    rw [← ih, e]
    exact add_right_cancel (h2.symm.trans h1)

lemma sum_others {E : Type*} [AddCommGroup E] (f : ℕ → E) {N j : ℕ}
    (hf : ∀ k, f (k + N) = f k) (hj : j < N) :
    ∑ k ∈ (range N).erase j, f k = ∑ m ∈ Ico 1 N, f (j + m) := by
  rw [sum_erase_eq_sub (mem_range.2 hj), ← sum_shift f N hf j, range_eq_Ico,
    sum_eq_sum_Ico_succ_bot (show 0 < N by omega)]
  simp
```

Multiplying the chord by $q^2$ and dividing by the cube of its length gives the force from separation $m$:
$$\frac{q^2\,z_j\,2\sin\theta(\sin\theta-i\cos\theta)}{8R^3\sin^3\theta}
=\frac{q^2z_j}{4R^3}\left(\frac1{\sin\theta}-i\,\frac{\cos\theta}{\sin^2\theta}\right).$$
The first part is radial, the second tangential. Replacing $m$ by $N-m$ turns $\theta$ into $\pi-\theta$, which keeps the sine and reverses the cosine. The tangential sum therefore equals its own negative and is zero. `sum_nbij'` carries out this relabelling.

```lean
/-- The sum of `cos (π m / N) / sin (π m / N) ^ 2` over `m = 1, …, N - 1` is zero. -/
theorem tangential_sum (N : ℕ) :
    ∑ m ∈ Ico 1 N, Real.cos (π * m / N) / Real.sin (π * m / N) ^ 2 = 0 := by
  -- replacing m by N - m keeps the sine and reverses the cosine, so each term changes sign
  have h : ∑ m ∈ Ico 1 N, Real.cos (π * m / N) / Real.sin (π * m / N) ^ 2
      = ∑ m ∈ Ico 1 N, -(Real.cos (π * m / N) / Real.sin (π * m / N) ^ 2) := by
    refine sum_nbij' (fun m => N - m) (fun m => N - m) ?_ ?_ ?_ ?_ ?_
    · intro m hm
      simp only [mem_Ico] at *
      omega
    · intro m hm
      simp only [mem_Ico] at *
      omega
    · intro m hm
      have := mem_Ico.1 hm
      show N - (N - m) = m
      omega
    · intro m hm
      have := mem_Ico.1 hm
      show N - (N - m) = m
      omega
    · intro m hm
      have hm' := mem_Ico.1 hm
      have hN : (N : ℝ) ≠ 0 := by
        have : N ≠ 0 := by omega
        exact_mod_cast this
      have e : π * ((N - m : ℕ) : ℝ) / N = π - π * m / N := by
        rw [Nat.cast_sub hm'.2.le, mul_sub, sub_div, mul_div_assoc, div_self hN, mul_one]
      simp only [e, Real.cos_pi_sub, Real.sin_pi_sub]
      ring
  rw [sum_neg_distrib] at h
  linarith
```

The radial parts add up to $4c$, so the other ring charges exert the force $(q^2c/R^3)\,z_j$. For $q=R=1$ this is $c\,z_j$. In the proof, `term` is the displayed formula for one separation, and the rest is summation.

```lean
/-- The other ring charges push the `j`-th one radially, with force `q² c / R³` times its
position vector. -/
theorem ring_force {N j : ℕ} {R : ℝ} (hR : 0 < R) (q : ℝ) (hj : j < N) :
    ∑ k ∈ (range N).erase j, coulombForce q q (site N R j) (site N R k)
      = ((q ^ 2 * ringConst N / R ^ 3 : ℝ) : ℂ) * site N R j := by
  have hR' : (R : ℂ) ≠ 0 := Complex.ofReal_ne_zero.2 hR.ne'
  have term : ∀ m ∈ Ico 1 N, coulombForce q q (site N R j) (site N R (j + m))
      = ((q : ℂ) ^ 2 / (4 * (R : ℂ) ^ 3) * site N R j)
          * ((1 / Real.sin (π * m / N) : ℝ) : ℂ)
        - ((q : ℂ) ^ 2 / (4 * (R : ℂ) ^ 3) * site N R j * Complex.I)
          * ((Real.cos (π * m / N) / Real.sin (π * m / N) ^ 2 : ℝ) : ℂ) := by
    intro m hm
    have hm' := mem_Ico.1 hm
    have hs := (sin_pos hm'.1 hm'.2).ne'
    unfold coulombForce
    rw [chord_length hR hm'.1 hm'.2, chord]
    generalize Real.sin (π * m / N) = s at hs ⊢
    generalize Real.cos (π * m / N) = c
    generalize site N R j = z
    have hs' : (s : ℂ) ≠ 0 := Complex.ofReal_ne_zero.2 hs
    push_cast
    field_simp
    try ring
  rw [sum_others (fun k => coulombForce q q (site N R j) (site N R k))
    (fun k => by simp only [site_periodic (show 0 < N by omega)]) hj,
    sum_congr rfl term, sum_sub_distrib, ← mul_sum, ← mul_sum, ← Complex.ofReal_sum,
    ← Complex.ofReal_sum, tangential_sum]
  unfold ringConst
  generalize ∑ k ∈ Ico 1 N, 1 / Real.sin (π * (k : ℝ) / (N : ℝ)) = S
  push_cast
  ring
```

**Q:** And the centre? Symmetry should settle it.

**A:** It does, in the form of a geometric sum. With $\omega=e^{2\pi i/N}$, the force on the centre is
$$-\frac{Qq}{R^3}\sum_{k=0}^{N-1}z_k=-\frac{Qq}{R^2}\sum_{k=0}^{N-1}\omega^k
=-\frac{Qq}{R^2}\,\frac{\omega^N-1}{\omega-1}=0,$$
because $\omega^N=1$ and, for $N\ge2$, $\omega\ne1$. With $N=1$ it fails: a single charge $q\neq0$ exerts a nonzero force on a central charge $Q\neq0$, and there is no other charge to cancel it.

```lean
/-- The ring exerts no net force on a charge at its centre. -/
theorem centre_force {N : ℕ} (hN : 2 ≤ N) {R : ℝ} (hR : 0 < R) (q Q : ℝ) :
    forceOnCentre N R q Q = 0 := by
  have h := (Complex.isPrimitiveRoot_exp N (by omega)).geom_sum_eq_zero (by omega)
  have term : ∀ k ∈ range N, coulombForce Q q 0 (site N R k)
      = (-((Q * q / R ^ 3 : ℝ) : ℂ) * R) * Complex.exp (2 * π * Complex.I / N) ^ k := by
    intro k _
    have e : site N R k = R * Complex.exp (2 * π * Complex.I / N) ^ k := by
      unfold site
      rw [← Complex.exp_nat_mul]
      congr 2
      push_cast
      ring
    unfold coulombForce
    rw [zero_sub, norm_neg, norm_site N hR, e]
    ring
  unfold forceOnCentre
  rw [sum_congr rfl term, ← mul_sum, h, mul_zero]
```

The central charge acts on ring charge $j$ with force $(qQ/R^3)\,z_j$. Adding the ring's contribution gives
$$F_j=\frac{q(qc+Q)}{R^3}\,z_j.$$

```lean
/-- With a charge `Q` at the centre, the total force on a ring charge is
`q (q c + Q) / R³` times its position vector. -/
theorem total_force {N j : ℕ} {R : ℝ} (hR : 0 < R) (q Q : ℝ) (hj : j < N) :
    forceOnRingCharge N R q Q j
      = ((q * (q * ringConst N + Q) / R ^ 3 : ℝ) : ℂ) * site N R j := by
  unfold forceOnRingCharge
  rw [ring_force hR q hj]
  unfold coulombForce
  rw [sub_zero, norm_site N hR]
  push_cast
  ring
```

**Q:** So $Q=-qc$ works. Is it the only value?

**A:** Yes, for $N\ge2$, $R>0$ and $q\ne0$. `equilibrium_iff` says that the forces on all ring charges and on the centre vanish exactly when $Q=-qc$. In one direction, $F_0=0$ with $z_0\ne0$ and $q\neq0$ forces $qc+Q=0$. In the other, the formula for $F_j$ and the result for the centre give zero everywhere.

The condition $q\ne0$ matters. If $q=0$, every force vanishes for any central charge, say $Q=1$, while $-qc=0$.

```lean
/-- All forces, on the ring charges and on the centre, vanish exactly when the central
charge is `-q c`. -/
theorem equilibrium_iff {N : ℕ} (hN : 2 ≤ N) {R q : ℝ} (hR : 0 < R) (hq : q ≠ 0) (Q : ℝ) :
    ((∀ j < N, forceOnRingCharge N R q Q j = 0) ∧ forceOnCentre N R q Q = 0)
      ↔ Q = -(q * ringConst N) := by
  constructor
  · rintro ⟨h, -⟩
    have h0 := h 0 (by omega)
    rw [total_force hR q Q (by omega)] at h0
    have hz : site N R 0 ≠ 0 := by
      rw [← norm_pos_iff, norm_site N hR]
      exact hR
    have h1 := Complex.ofReal_eq_zero.1 ((mul_eq_zero.1 h0).resolve_right hz)
    have h2 := (div_eq_zero_iff.1 h1).resolve_right (pow_ne_zero 3 hR.ne')
    have h3 := (mul_eq_zero.1 h2).resolve_left hq
    linarith
  · intro h
    refine ⟨fun j hj => ?_, centre_force hN hR q Q⟩
    rw [total_force hR q Q hj, h, add_neg_cancel, mul_zero, zero_div,
      Complex.ofReal_zero, zero_mul]
```

**Q:** What does it cost to assemble the balanced arrangement?

**A:** Nothing: relative to infinitely separated charges, the total Coulomb energy is zero. Each ring charge has
$$\sum_{m=1}^{N-1}\frac{q^2}{2R\sin(\pi m/N)}=\frac{2q^2c}{R}$$
with the others. Half of this, summed over $N$ charges, is $Nq^2c/R$; the centre adds $NqQ/R$. Hence
$$E=\frac{Nq(qc+Q)}{R},$$
which vanishes at $Q=-qc$. `energy_eq` reuses the chord lengths and the change from labels to separations.

```lean
/-- The Coulomb energy of the ring with central charge `Q` is `N q (q c + Q) / R`. -/
theorem energy_eq (N : ℕ) {R : ℝ} (hR : 0 < R) (q Q : ℝ) :
    energy N R q Q = N * (q * (q * ringConst N + Q)) / R := by
  have inner_sum : ∀ j ∈ range N,
      ∑ k ∈ (range N).erase j, q * q / ‖site N R j - site N R k‖
        = 2 * q ^ 2 * ringConst N / R := by
    intro j hj
    have hj' := mem_range.1 hj
    have term : ∀ m ∈ Ico 1 N, q * q / ‖site N R j - site N R (j + m)‖
        = (q ^ 2 / (2 * R)) * (1 / Real.sin (π * m / N)) := by
      intro m hm
      have hm' := mem_Ico.1 hm
      rw [chord_length hR hm'.1 hm'.2]
      ring
    rw [sum_others (fun k => q * q / ‖site N R j - site N R k‖)
      (fun k => by simp only [site_periodic (show 0 < N by omega)]) hj',
      sum_congr rfl term, ← mul_sum]
    unfold ringConst
    ring
  unfold energy
  rw [sum_congr rfl inner_sum]
  simp only [norm_site N hR, sum_const, card_range, nsmul_eq_mul]
  ring

/-- With the central charge `-q c` the total Coulomb energy is zero. -/
theorem energy_balanced (N : ℕ) {R : ℝ} (hR : 0 < R) (q : ℝ) :
    energy N R q (-(q * ringConst N)) = 0 := by
  rw [energy_eq N hR, add_neg_cancel, mul_zero, mul_zero, zero_div]
```

**Q:** Give me a number I can verify myself.

**A:** For the triangle, $\sin(\pi/3)=\sin(2\pi/3)=\sqrt3/2$, so $c=\frac14\cdot\frac{4}{\sqrt3}=1/\sqrt3$.

```lean
/-- For three charges at the corners of an equilateral triangle, `c = 1 / √3`. -/
theorem ringConst_three : ringConst 3 = 1 / √3 := by
  have h1 : Ico 1 3 = ({1, 2} : Finset ℕ) := by decide
  have h2 : Real.sin (π * 2 / 3) = √3 / 2 := by
    rw [show π * 2 / 3 = π - π / 3 by ring, Real.sin_pi_sub, Real.sin_pi_div_three]
  rw [ringConst, h1, sum_pair (by norm_num)]
  push_cast
  rw [mul_one, h2, Real.sin_pi_div_three]
  ring

end

end RingOfCharges
```

```lean
#print axioms RingOfCharges.centre_force
#print axioms RingOfCharges.equilibrium_iff
#print axioms RingOfCharges.energy_balanced
#print axioms RingOfCharges.ringConst_three
```

```
'RingOfCharges.centre_force' depends on axioms: [propext, Classical.choice, Quot.sound]
'RingOfCharges.equilibrium_iff' depends on axioms: [propext, Classical.choice, Quot.sound]
'RingOfCharges.energy_balanced' depends on axioms: [propext, Classical.choice, Quot.sound]
'RingOfCharges.ringConst_three' depends on axioms: [propext, Classical.choice, Quot.sound]
```

**Q:** Then what should I not read into this?

**A:** Stability. The theorems say that the forces balance at these positions, not that the charges return after a small displacement. The charges are classical points in vacuum, with no motion, screening or short-range repulsion.

Within that model, the formulas give exact reference values for a simulation code's direct-sum Coulomb forces and energies on one finite, non-periodic test case, the regular ring with a charge at its centre. They don't address the periodic images that an Ewald sum handles.
